# Discarding coupled field modes but keeping their self-energy lowers an oscillator's static polarizability

When a charged oscillator coupled to several field modes in the dipole gauge is reduced to a few of them, one must decide what becomes of the self-energy of the discarded modes. Here truncation deletes the rows and columns of those modes from the potential matrix, so their self-energy stays behind in the matter entry.

In Lean 4 with Mathlib:

```lean
import Mathlib

open Matrix

namespace TruncatedDipoleGauge

noncomputable section

variable {ι : Type*} [Fintype ι] [DecidableEq ι]

/-- The potential matrix of a matter oscillator of frequency `w0` coupled with strengths `l k`
to field modes of frequencies `w k`, with an additional self-energy `S` of the matter
coordinate. -/
def potential (w0 S : ℝ) (l w : ι → ℝ) : Matrix (Unit ⊕ ι) (Unit ⊕ ι) ℝ :=
  fromBlocks (of fun _ _ => w0 ^ 2 + ∑ k, l k ^ 2 + S) (of fun _ k => -(l k * w k))
    (of fun k _ => -(l k * w k)) (diagonal fun k => w k ^ 2)

/-- The static polarizability (in units of the squared charge over the mass) of a model with
invertible potential matrix `V`: the matter-matter entry of the inverse of `V`. -/
def staticPolarizability (V : Matrix (Unit ⊕ ι) (Unit ⊕ ι) ℝ) : ℝ :=
  V⁻¹ (Sum.inl ()) (Sum.inl ())

/-- Truncation to the set `R` of retained modes: the rows and columns of all other modes
are deleted from the potential matrix. -/
def truncate (R : Finset ι) (V : Matrix (Unit ⊕ ι) (Unit ⊕ ι) ℝ) :
    Matrix (Unit ⊕ R) (Unit ⊕ R) ℝ :=
  V.submatrix (Sum.map id Subtype.val) (Sum.map id Subtype.val)

/-- The matter component of `V x`: the stiffness times the matter coordinate, less the pull of the
field modes. -/
theorem force_matter (w0 S : ℝ) (l w : ι → ℝ) (x : Unit ⊕ ι → ℝ) :
    (potential w0 S l w *ᵥ x) (Sum.inl ()) =
      (w0 ^ 2 + ∑ k, l k ^ 2 + S) * x (Sum.inl ()) - ∑ k, l k * w k * x (Sum.inr k) := by
  simp only [potential, mulVec, dotProduct, Fintype.sum_sum_type, fromBlocks_apply₁₁,
    fromBlocks_apply₁₂, of_apply, Finset.univ_unique, Finset.sum_singleton,
    PUnit.default_eq_unit, neg_mul, Finset.sum_neg_distrib]
  ring

/-- The component of `V x` along field mode `k`, which involves only that mode and the matter
coordinate. -/
theorem force_mode (w0 S : ℝ) (l w : ι → ℝ) (x : Unit ⊕ ι → ℝ) (k : ι) :
    (potential w0 S l w *ᵥ x) (Sum.inr k) =
      w k ^ 2 * x (Sum.inr k) - l k * w k * x (Sum.inl ()) := by
  simp only [potential, mulVec, dotProduct, Fintype.sum_sum_type, fromBlocks_apply₂₁,
    fromBlocks_apply₂₂, of_apply, diagonal_apply, ite_mul, zero_mul, Finset.sum_ite_eq,
    Finset.mem_univ, if_true, Finset.univ_unique, Finset.sum_singleton,
    PUnit.default_eq_unit]
  ring

/-- Twice the potential energy is a weighted sum of squares: a matter term with stiffness `w0² + S`,
and one displaced oscillator term for each field mode. -/
theorem energy_eq (w0 S : ℝ) (l w : ι → ℝ) (x : Unit ⊕ ι → ℝ) :
    x ⬝ᵥ (potential w0 S l w *ᵥ x) = (w0 ^ 2 + S) * x (Sum.inl ()) ^ 2 +
      ∑ k, (w k * x (Sum.inr k) - l k * x (Sum.inl ())) ^ 2 := by
  have hsplit : ∀ y : Unit ⊕ ι → ℝ, x ⬝ᵥ y =
      x (Sum.inl ()) * y (Sum.inl ()) + ∑ k, x (Sum.inr k) * y (Sum.inr k) := by
    intro y
    simp [dotProduct]
  -- expand the squares mode by mode
  have hsq : ∑ k, (w k * x (Sum.inr k) - l k * x (Sum.inl ())) ^ 2 =
      ∑ k, x (Sum.inr k) * (w k ^ 2 * x (Sum.inr k) - l k * w k * x (Sum.inl ()))
        - x (Sum.inl ()) * ∑ k, l k * w k * x (Sum.inr k)
        + x (Sum.inl ()) ^ 2 * ∑ k, l k ^ 2 := by
    rw [Finset.mul_sum, Finset.mul_sum, ← Finset.sum_sub_distrib, ← Finset.sum_add_distrib]
    refine Finset.sum_congr rfl fun k _ => ?_
    ring
  rw [hsplit, force_matter, hsq]
  simp only [force_mode]
  ring

/-- The determinant of the potential matrix is `w0² + S` times the product of the squared
mode frequencies; the couplings drop out. -/
theorem det_potential (w0 S : ℝ) (l w : ι → ℝ) :
    (potential w0 S l w).det = (w0 ^ 2 + S) * ∏ k, w k ^ 2 := by
  -- factor into an upper and a lower block-triangular matrix
  have hf : potential w0 S l w =
      fromBlocks (of fun _ _ => w0 ^ 2 + S : Matrix Unit Unit ℝ) (of fun _ k => -l k)
        (0 : Matrix ι Unit ℝ) (diagonal w) *
      fromBlocks (1 : Matrix Unit Unit ℝ) (0 : Matrix Unit ι ℝ)
        (of fun k _ => -l k) (diagonal w) := by
    rw [potential, fromBlocks_multiply]
    ext i j
    rcases i with ⟨⟩ | i <;> rcases j with ⟨⟩ | j
    · simp [mul_apply, pow_two]
      ring
    · simp
    · simp [mul_comm]
    · simp [pow_two]
  rw [hf, det_mul, det_fromBlocks_zero₂₁, det_fromBlocks_zero₁₂, det_diagonal, det_one,
    det_unique, Finset.prod_pow]
  simp only [of_apply]
  ring

/-- For `w0 > 0`, `S ≥ 0` and positive mode frequencies, a static force `E` on the matter
coordinate is balanced exactly when that coordinate is `E / (w0² + S)` and each mode `k` is
displaced by `l k / w k` times it. -/
theorem equilibrium_iff {w0 S : ℝ} {l w : ι → ℝ} (hw0 : 0 < w0) (hS : 0 ≤ S)
    (hw : ∀ k, 0 < w k) (E : ℝ) (x : Unit ⊕ ι → ℝ) :
    potential w0 S l w *ᵥ x = Pi.single (Sum.inl ()) E ↔
      x (Sum.inl ()) = E / (w0 ^ 2 + S) ∧
        ∀ k, x (Sum.inr k) = l k * x (Sum.inl ()) / w k := by
  have hpos : 0 < w0 ^ 2 + S := by positivity
  -- modes that follow the matter coordinate cancel their own self-energy
  have hs : (∀ k, w k * x (Sum.inr k) = l k * x (Sum.inl ())) →
      ∑ k, l k * w k * x (Sum.inr k) = (∑ k, l k ^ 2) * x (Sum.inl ()) := by
    intro hk
    rw [Finset.sum_mul]
    refine Finset.sum_congr rfl fun k _ => ?_
    linear_combination l k * hk k
  constructor
  · intro h
    have h0 := congrFun h (Sum.inl ())
    rw [force_matter, Pi.single_eq_same] at h0
    have hk : ∀ k, w k * x (Sum.inr k) = l k * x (Sum.inl ()) := by
      intro k
      have h1 := congrFun h (Sum.inr k)
      rw [force_mode, Pi.single_eq_of_ne Sum.inr_ne_inl] at h1
      apply mul_left_cancel₀ (hw k).ne'
      linear_combination h1
    refine ⟨?_, fun k => ?_⟩
    · rw [eq_div_iff hpos.ne']
      linear_combination h0 + hs hk
    · rw [eq_div_iff (hw k).ne']
      linear_combination hk k
  · rintro ⟨h0, hx⟩
    have h0' := (eq_div_iff hpos.ne').1 h0
    have hk : ∀ k, w k * x (Sum.inr k) = l k * x (Sum.inl ()) := by
      intro k
      have h1 := (eq_div_iff (hw k).ne').1 (hx k)
      linear_combination h1
    funext i
    rcases i with ⟨⟩ | k
    · rw [force_matter, Pi.single_eq_same]
      linear_combination h0' - hs hk
    · rw [force_mode, Pi.single_eq_of_ne Sum.inr_ne_inl]
      linear_combination w k * hk k

/-- For `w0 > 0`, `S ≥ 0` and positive mode frequencies, the potential matrix has positive
determinant and the static polarizability is `1 / (w0² + S)`. -/
theorem staticPolarizability_potential {w0 S : ℝ} {l w : ι → ℝ} (hw0 : 0 < w0) (hS : 0 ≤ S)
    (hw : ∀ k, 0 < w k) :
    0 < (potential w0 S l w).det ∧
      staticPolarizability (potential w0 S l w) = 1 / (w0 ^ 2 + S) := by
  have hdet : 0 < (potential w0 S l w).det := by
    rw [det_potential]
    exact mul_pos (by positivity) (Finset.prod_pos fun k _ => pow_pos (hw k) 2)
  -- the matter column of the inverse is the response to a unit force
  have hcol : potential w0 S l w *ᵥ (fun i => (potential w0 S l w)⁻¹ i (Sum.inl ())) =
      Pi.single (Sum.inl ()) 1 := by
    funext i
    change (potential w0 S l w * (potential w0 S l w)⁻¹) i (Sum.inl ()) = _
    rw [mul_nonsing_inv _ hdet.ne'.isUnit, one_apply, Pi.single_apply]
  exact ⟨hdet, ((equilibrium_iff hw0 hS hw 1 _).1 hcol).1⟩

/-- Truncating the complete model, which has `S = 0`, leaves the model of the retained modes
with `S` equal to the sum of `l k ^ 2` over the discarded modes. -/
theorem truncate_potential (R : Finset ι) (w0 : ℝ) (l w : ι → ℝ) :
    truncate R (potential w0 0 l w) =
      potential w0 (∑ k ∈ Rᶜ, l k ^ 2) (fun k : R => l k) (fun k : R => w k) := by
  have hsum : ∑ k, l k ^ 2 = ∑ k : R, l k ^ 2 + ∑ k ∈ Rᶜ, l k ^ 2 := by
    rw [Finset.sum_coe_sort R (fun k => l k ^ 2), Finset.sum_add_sum_compl]
  ext i j
  rcases i with ⟨⟩ | i <;> rcases j with ⟨⟩ | j
  · change w0 ^ 2 + ∑ k, l k ^ 2 + 0 = w0 ^ 2 + ∑ k : R, l k ^ 2 + ∑ k ∈ Rᶜ, l k ^ 2
    linear_combination hsum
  · rfl
  · rfl
  · change diagonal (fun k => w k ^ 2) (i : ι) (j : ι) =
      diagonal (fun k : R => w k ^ 2) i j
    by_cases h : i = j
    · subst h
      simp
    · have h' : (i : ι) ≠ (j : ι) := fun e => h (Subtype.ext e)
      rw [diagonal_apply_ne _ h, diagonal_apply_ne _ h']

/-- For `w0 > 0` and positive frequencies of the retained modes, the truncated model has the
static polarizability `1 / w0²` if and only if every discarded mode is uncoupled. -/
theorem truncated_polarizability_eq_iff (R : Finset ι) {w0 : ℝ} {l w : ι → ℝ} (hw0 : 0 < w0)
    (hw : ∀ k ∈ R, 0 < w k) :
    staticPolarizability (truncate R (potential w0 0 l w)) = 1 / w0 ^ 2 ↔
      ∀ k, k ∉ R → l k = 0 := by
  have hS : 0 ≤ ∑ k ∈ Rᶜ, l k ^ 2 := Finset.sum_nonneg fun k _ => sq_nonneg (l k)
  rw [truncate_potential,
    (staticPolarizability_potential hw0 hS fun k : R => hw k k.2).2,
    one_div, one_div, _root_.inv_inj, add_eq_left,
    Finset.sum_eq_zero_iff_of_nonneg fun k _ => sq_nonneg (l k)]
  simp

end

end TruncatedDipoleGauge
```

```lean
#print axioms TruncatedDipoleGauge.energy_eq
#print axioms TruncatedDipoleGauge.truncated_polarizability_eq_iff
```

```
'TruncatedDipoleGauge.energy_eq' depends on axioms: [propext, Classical.choice, Quot.sound]
'TruncatedDipoleGauge.truncated_polarizability_eq_iff' depends on axioms: [propext, Classical.choice, Quot.sound]
```

## The oscillator and its potential matrix

Let $x_0$ be the mass-weighted matter displacement, $x_k$ the coordinate of field mode $k$, $w_0$ and $w_k$ their frequencies, and $l_k$ the coupling strengths, which absorb the charge and the mass of the oscillator. The potential energy is

$$U=\tfrac12 (w_0^2+S)\,x_0^2+\tfrac12\sum_k (w_kx_k-l_kx_0)^2 .$$

Expanding the squares produces the self-energy $\tfrac12\sum_k l_k^2x_0^2$. The number $S$ stands for any self-energy beyond that of the modes present; the complete model has $S=0$.

`potential w0 S l w` is the matrix $V$ with $U=\tfrac12\,x\cdot Vx$. Its index type `Unit ⊕ ι` holds one matter coordinate, `Sum.inl ()`, and finitely many modes, `Sum.inr k`. `staticPolarizability` is $(V^{-1})_{00}$, in units of squared charge over mass. `truncate R` keeps the matter coordinate and the modes in `R`.

`staticPolarizability_potential` says that for $w_0>0$, $S\ge0$ and all $w_k>0$, $\det V$ is positive, so the inverse is genuine, and $(V^{-1})_{00}=1/(w_0^2+S)$. `truncate_potential` identifies $S$ after truncation as $\sum_{k\notin R}l_k^2$. By `truncated_polarizability_eq_iff`, the truncated model then has polarizability $1/w_0^2$ exactly when every discarded mode has $l_k=0$. That theorem assumes $w_0>0$ and positive frequencies for the retained modes, and nothing about the frequencies of the discarded ones.

The model is harmonic, with one matter coordinate, and it truncates field modes, not matter levels. Reading $(V^{-1})_{00}$ as the polarizability of the quantum oscillator takes one further step: in a harmonic system the mean ground-state displacement under a static force is the classical equilibrium displacement. With that reading, the result bears on cavity simulations that cut the mode list but keep the full dipole self-energy: for this oscillator, they underestimate the static response whenever a discarded mode is coupled.

## The modes' back-action cancels their own self-energy

Apply a static force $E$ to the matter coordinate alone and solve $Vx=Ee_0$, where $e_0$ is the unit vector along that coordinate. The rows, computed in `force_mode` and `force_matter`, read

$$w_k^2x_k-l_kw_kx_0=0,\qquad \Big(w_0^2+\sum_k l_k^2+S\Big)x_0-\sum_k l_kw_kx_k=E .$$

Dividing the first by $w_k$ gives $w_kx_k=l_kx_0$. Hence $\sum_k l_kw_kx_k=\sum_k l_k^2\,x_0$, which cancels the self-energy of the modes present and leaves $(w_0^2+S)x_0=E$. A discarded mode can no longer supply its share of this cancellation.

`equilibrium_iff` proves this in both directions: `hs` is the cancellation, `mul_left_cancel₀` the division by $w_k$, and `linear_combination` combines the rows. `energy_eq` separately checks the sum of squares for $2U$.

For the determinant, let $W=\mathrm{diag}(w_k)$ and let $l$ be the column of couplings. Then

$$V=\begin{pmatrix}w_0^2+S&-l^{T}\\0&W\end{pmatrix}\begin{pmatrix}1&0\\-l&W\end{pmatrix},$$

so $\det V=(w_0^2+S)\prod_k w_k^2$. `det_potential` checks this factorization block by block and multiplies the triangular determinants; it needs no sign conditions.

Since $\det V>0$, the matter column of $V^{-1}$ solves the equilibrium problem with $E=1$. This is `hcol`, and its matter component is the polarizability.

For the truncation, `hsum` splits $\sum_k l_k^2$ into retained and discarded parts; the other entries agree directly. Finally, $1/(w_0^2+S)=1/w_0^2$ forces $S=0$, and a sum of squares vanishes only if each term does.

## Two modes, one discarded

Take $w_0=2$, $w=(1,3)$ and $l=(1,2)$. The complete matrix is

$$V=\begin{pmatrix}9&-1&-6\\-1&1&0\\-6&0&9\end{pmatrix},\qquad \det V=4\cdot1\cdot9=36,$$

and $(V^{-1})_{00}=9/36=1/4=1/w_0^2$. Deleting the second mode leaves

$$\begin{pmatrix}9&-1\\-1&1\end{pmatrix},$$

with determinant $8$ and polarizability $1/8$, half the correct value. This matches $1/(w_0^2+S)$ with $S=l_2^2=4$. Removing that self-energy as well changes the $9$ to $5$, and the polarizability returns to $1/4$.
